# The Hubbard–Stratonovich identity for a Hermitian matrix \(A\) and \(\tau\ge 0\): \(e^{\tau A^2/2}\) as a Gaussian average of \(e^{\sqrt\tau\,xA}\)

**Q:** Before I believe any of this, what are the objects?

**A:** \(A\) is a square complex matrix over a finite index set `n`, which labels an orthonormal basis of the state space. The auxiliary field is a single real number \(x\) with the standard normal density

\[
w(x)=\frac{1}{\sqrt{2\pi}}\,e^{-x^2/2}.
\]

The number \(\tau\ge 0\) is an imaginary-time step multiplied by the strength of the squared term, in units that make \(\tau A^2\) dimensionless. I write \(i,j\) for matrix indices and \(\mathrm i\) for the imaginary unit. The claim is

\[
\left(e^{\tau A^2/2}\right)_{ij}=\int_{-\infty}^{\infty} w(x)\left(e^{\sqrt\tau\,xA}\right)_{ij}dx .
\]

In the code the index set is declared first, and \(w\) is called `fieldWeight`.

```lean
import Mathlib

open MeasureTheory Matrix

namespace HubbardStratonovich

noncomputable section

variable {n : Type*} [Fintype n] [DecidableEq n]

/-- The standard normal density `(2π)^(-1/2) exp(-x²/2)` of the auxiliary field. -/
def fieldWeight (x : ℝ) : ℝ := (Real.sqrt (2 * Real.pi))⁻¹ * Real.exp (-x ^ 2 / 2)
```

**Q:** For a real number in place of \(A\), I would complete the square. With an imaginary coupling that shifts the contour off the real line. How do you handle that?

**A:** By a differential equation. Let \(c\) be complex and set \(I(c)=\int w(x)e^{cx}dx\). The integrand has modulus \(w(x)e^{x\,\mathrm{Re}\,c}\), which decays like a Gaussian, so the integral converges and may be differentiated under the integral sign. Since \(w'(x)=-x\,w(x)\), integration by parts gives

\[
I'(c)=\int x\,w(x)e^{cx}dx=-\int w'(x)e^{cx}dx=c\int w(x)e^{cx}dx=c\,I(c),
\]

with vanishing boundary terms. The density is normalised, so \(I(0)=1\), and therefore \(I(c)=e^{c^2/2}\) for every complex \(c\).

The Lean proof takes a shorter route. `hfun` merges the two exponentials into one quadratic exponent, and Mathlib's `integrable_cexp_quadratic'` and `integral_cexp_quadratic` supply convergence and value. `hs` identifies the resulting prefactor as \(\sqrt{2\pi}\), which cancels the normalisation.

```lean
/-- The average of `exp(c x)` over the auxiliary field converges and equals `exp(c²/2)`,
for every complex number `c`. -/
theorem scalar_average (c : ℂ) :
    Integrable (fun x : ℝ => (fieldWeight x : ℂ) * Complex.exp (c * x)) ∧
      ∫ x : ℝ, (fieldWeight x : ℂ) * Complex.exp (c * x) = Complex.exp (c ^ 2 / 2) := by
  have hb : (-(1 / 2) : ℂ).re < 0 := by norm_num
  -- collect the two exponentials into one quadratic exponent
  have hfun : (fun x : ℝ => (fieldWeight x : ℂ) * Complex.exp (c * x)) =
      fun x : ℝ => ((Real.sqrt (2 * Real.pi) : ℝ) : ℂ)⁻¹ *
        Complex.exp (-(1 / 2) * (x : ℂ) ^ 2 + c * x + 0) := by
    funext x
    simp only [fieldWeight, Complex.ofReal_mul, Complex.ofReal_inv, Complex.ofReal_exp]
    rw [mul_assoc, ← Complex.exp_add]
    congr 2
    push_cast
    ring
  have hne : ((Real.sqrt (2 * Real.pi) : ℝ) : ℂ) ≠ 0 :=
    Complex.ofReal_ne_zero.mpr (Real.sqrt_pos.mpr (by positivity)).ne'
  have hs : ((Real.pi : ℂ) / -(-(1 / 2) : ℂ)) ^ (1 / 2 : ℂ) =
      ((Real.sqrt (2 * Real.pi) : ℝ) : ℂ) := by
    rw [Real.sqrt_eq_rpow, Complex.ofReal_cpow (by positivity)]
    congr 1 <;> push_cast <;> ring
  rw [hfun]
  refine ⟨(integrable_cexp_quadratic' hb c 0).const_mul _, ?_⟩
  rw [integral_const_mul, integral_cexp_quadratic hb c 0, hs, ← mul_assoc,
    inv_mul_cancel₀ hne, one_mul]
  congr 1
  ring
```

**Q:** Matrices are where I expect trouble. Which products are you commuting?

**A:** Only functions of the same \(A\). Suppose \(A=UDV\) with \(D\) diagonal, entries \(d_k\), and \(UV=1\). For square matrices \(VU=1\) as well, so the inner factors cancel in every power: \(A^m=UD^mV\). Summing the exponential series gives, for any complex \(z\),

\[
\left(e^{zA}\right)_{ij}=\sum_k U_{ik}\,e^{zd_k}\,V_{kj}.
\]

In Lean, `Matrix.exp_conj` moves the exponential inside the similarity transformation and `Matrix.exp_diagonal` evaluates it on the diagonal.

```lean
/-- If `U V = 1`, the entries of the exponential of `z U D V`, with `D` diagonal, are sums of
scalar exponentials over the diagonal entries of `D`. -/
theorem exp_entry_of_diagonalized {U V : Matrix n n ℂ} (hUV : U * V = 1) (d : n → ℂ)
    (z : ℂ) (i j : n) :
    NormedSpace.exp (z • (U * diagonal d * V)) i j =
      ∑ k, U i k * Complex.exp (z * d k) * V k j := by
  have hU : IsUnit U := ⟨⟨U, V, hUV, mul_eq_one_comm.mp hUV⟩, rfl⟩
  have hV : U⁻¹ = V := Matrix.inv_eq_right_inv hUV
  have hd : diagonal (fun k => z * d k) = z • diagonal d := Matrix.diagonal_smul z d
  have hz : z • (U * diagonal d * V) = U * diagonal (fun k => z * d k) * U⁻¹ := by
    rw [hd, hV, Matrix.mul_smul, Matrix.smul_mul]
  rw [hz, Matrix.exp_conj _ _ hU, Matrix.exp_diagonal, hV, Matrix.mul_apply]
  -- the exponential of a family of numbers is taken component by component
  have hpi : ∀ k, NormedSpace.exp (fun k => z * d k) k = NormedSpace.exp (z * d k) :=
    fun k => NormedSpace.map_exp (Pi.evalRingHom (fun _ : n => ℂ) k) (continuous_apply k)
      (fun k => z * d k)
  simp only [Matrix.mul_diagonal, hpi, Complex.exp_eq_exp_ℂ]
```

**Q:** Then the average is a finite sum of your scalar integrals?

**A:** Yes. Put \(z=cx\) and exchange the finite sum with the integral, which is allowed because each term is integrable:

\[
\int w(x)\left(e^{cxA}\right)_{ij}dx
=\sum_k U_{ik}V_{kj}\int w(x)e^{cd_kx}dx
=\sum_k U_{ik}\,e^{c^2d_k^2/2}\,V_{kj}.
\]

Since \(A^2=UD^2V\), the right-hand side is \(\left(e^{c^2A^2/2}\right)_{ij}\). The proof follows these lines: `hsq` squares the eigenvalues, `hfun` expands the integrand, `hint` gives integrability term by term, and `integral_finsetSum` makes the exchange.

```lean
/-- For a diagonalisable matrix `A = U D V` with `U V = 1` and any complex coupling `c`, each
entry of `exp(c² A²/2)` is the convergent average of that entry of `exp(c x A)` over the
auxiliary field `x`. -/
theorem average_of_diagonalized {A U V : Matrix n n ℂ} {d : n → ℂ} (hUV : U * V = 1)
    (hA : A = U * diagonal d * V) (c : ℂ) (i j : n) :
    Integrable (fun x : ℝ => (fieldWeight x : ℂ) * NormedSpace.exp ((c * x) • A) i j) ∧
      NormedSpace.exp ((c ^ 2 / 2) • A ^ 2) i j =
        ∫ x : ℝ, (fieldWeight x : ℂ) * NormedSpace.exp ((c * x) • A) i j := by
  have hVU : V * U = 1 := mul_eq_one_comm.mp hUV
  -- the square of `A` has the squared eigenvalues
  have hsq : A ^ 2 = U * diagonal (fun k => d k * d k) * V := by
    calc A ^ 2 = U * diagonal d * (V * U) * diagonal d * V := by
          rw [hA]; noncomm_ring
      _ = U * (diagonal d * diagonal d) * V := by
          rw [hVU]; noncomm_ring
      _ = U * diagonal (fun k => d k * d k) * V := by
          rw [Matrix.diagonal_mul_diagonal]
  -- the integrand is a finite sum of scalar integrands
  have hfun : (fun x : ℝ => (fieldWeight x : ℂ) * NormedSpace.exp ((c * x) • A) i j) =
      fun x : ℝ => ∑ k, (U i k * V k j) *
        ((fieldWeight x : ℂ) * Complex.exp (c * d k * x)) := by
    funext x
    rw [hA, exp_entry_of_diagonalized hUV, Finset.mul_sum]
    refine Finset.sum_congr rfl fun k _ => ?_
    rw [show c * d k * (x : ℂ) = c * x * d k by ring]
    ring
  have hint : ∀ k ∈ Finset.univ, Integrable (fun x : ℝ => (U i k * V k j) *
      ((fieldWeight x : ℂ) * Complex.exp (c * d k * x))) :=
    fun k _ => (scalar_average (c * d k)).1.const_mul _
  rw [hfun]
  refine ⟨integrable_finsetSum _ hint, ?_⟩
  rw [integral_finsetSum _ hint, hsq, exp_entry_of_diagonalized hUV]
  refine Finset.sum_congr rfl fun k _ => ?_
  rw [integral_const_mul, (scalar_average (c * d k)).2,
    show (c * d k) ^ 2 / 2 = c ^ 2 / 2 * (d k * d k) by ring]
  ring
```

**Q:** Does this version cover anything that is not Hermitian?

**A:** It does. The matrix with rows \((1,1)\) and \((0,2)\) has eigenvalues 1 and 2 and an explicit diagonalisation, but it is not Hermitian. The next theorem checks those facts entry by entry.

```lean
/-- The matrix with rows `(1, 1)` and `(0, 2)` is diagonalised by an explicit pair `U`, `V`
with `U V = 1`, and it is not Hermitian. -/
theorem average_of_diagonalized_witness :
    (!![1, 1; 0, 1] * !![1, -1; 0, 1] : Matrix (Fin 2) (Fin 2) ℂ) = 1 ∧
      (!![1, 1; 0, 2] : Matrix (Fin 2) (Fin 2) ℂ) =
        !![1, 1; 0, 1] * diagonal ![1, 2] * !![1, -1; 0, 1] ∧
      ¬ (!![1, 1; 0, 2] : Matrix (Fin 2) (Fin 2) ℂ).IsHermitian := by
  have hD : (diagonal ![1, 2] : Matrix (Fin 2) (Fin 2) ℂ) = !![1, 0; 0, 2] := by
    ext i j
    fin_cases i <;> fin_cases j <;> simp
  refine ⟨?_, ?_, fun h => ?_⟩
  · ext i j
    fin_cases i <;> fin_cases j <;> norm_num [Matrix.mul_apply, Fin.sum_univ_succ]
  · rw [hD]
    ext i j
    fin_cases i <;> fin_cases j <;> norm_num [Matrix.mul_apply, Fin.sum_univ_succ]
  · have h01 := h.apply 0 1
    simp at h01
```

For a Hermitian \(A\) the diagonalisation need not be assumed. The spectral theorem gives real \(d_k\) and a unitary \(U\) whose columns are orthonormal eigenvectors, with \(V=U^\dagger\). That is `hspec` in the next proof, and the previous result does the rest.

```lean
/-- For a Hermitian matrix `A` and any complex coupling `c`, each entry of `exp(c² A²/2)` is the
convergent average of that entry of `exp(c x A)` over the auxiliary field `x`. -/
theorem average_of_hermitian {A : Matrix n n ℂ} (hA : A.IsHermitian) (c : ℂ) (i j : n) :
    Integrable (fun x : ℝ => (fieldWeight x : ℂ) * NormedSpace.exp ((c * x) • A) i j) ∧
      NormedSpace.exp ((c ^ 2 / 2) • A ^ 2) i j =
        ∫ x : ℝ, (fieldWeight x : ℂ) * NormedSpace.exp ((c * x) • A) i j := by
  -- the spectral theorem supplies the diagonalisation
  have hspec : A = (hA.eigenvectorUnitary : Matrix n n ℂ) *
      diagonal (RCLike.ofReal ∘ hA.eigenvalues) *
        star (hA.eigenvectorUnitary : Matrix n n ℂ) :=
    hA.spectral_theorem.trans (by rw [Unitary.conjStarAlgAut_apply])
  exact average_of_diagonalized (Matrix.mem_unitaryGroup_iff.mp hA.eigenvectorUnitary.2)
    hspec c i j
```

**Q:** Now read me the main statement as Lean has it. I want to be sure that the integral is a genuine convergent integral and the exponential a genuine matrix exponential.

**A:** `hA : A.IsHermitian` says \(A=A^\dagger\), so \(A\) represents an observable. `hτ : 0 ≤ τ` makes \(\sqrt\tau\) an honest real square root. For every pair `i j` there are two conclusions. The first, `Integrable`, says that the integrand is absolutely integrable over the real line. The second is the equation between the \((i,j)\) entries. `NormedSpace.exp` is the exponential power series applied to the whole matrix, not to its entries, `A ^ 2` is the matrix product, and `•` multiplies a matrix by a number. The proof sets \(c=\sqrt\tau\) and uses \(c^2=\tau\).

```lean
/-- Hubbard-Stratonovich identity: for Hermitian `A` and `τ ≥ 0`, each entry of `exp(τ A²/2)` is
the convergent average of that entry of `exp(√τ x A)` over the auxiliary field `x`. -/
theorem hubbard_stratonovich {A : Matrix n n ℂ} (hA : A.IsHermitian) {τ : ℝ} (hτ : 0 ≤ τ)
    (i j : n) :
    Integrable (fun x : ℝ =>
        (fieldWeight x : ℂ) * NormedSpace.exp (((Real.sqrt τ : ℂ) * x) • A) i j) ∧
      NormedSpace.exp ((τ / 2 : ℂ) • A ^ 2) i j =
        ∫ x : ℝ, (fieldWeight x : ℂ) *
          NormedSpace.exp (((Real.sqrt τ : ℂ) * x) • A) i j := by
  have hs : (Real.sqrt τ : ℂ) ^ 2 = (τ : ℂ) := by exact_mod_cast Real.sq_sqrt hτ
  have h := average_of_hermitian hA (Real.sqrt τ : ℂ) i j
  rwa [hs] at h
```

**Q:** What breaks if I drop a hypothesis?

**A:** Without \(\tau\ge0\) the statement is false. Take the \(1\times1\) matrix \(A=(1)\) and \(\tau=-1\). The left side is \(e^{-1/2}\). Lean's `Real.sqrt` returns 0 on negative numbers, so the right side is the average of 1, which is 1. The correct coupling for that sign is imaginary, and it has its own theorem below.

Hermiticity is different: it is sufficient, not necessary. Even the non-diagonalisable matrix \(N\) with rows \((0,1)\) and \((0,0)\) obeys the identity, as a direct calculation shows: \(N^2=0\), so the left side is the identity matrix, while \(e^{\sqrt\tau xN}=1+\sqrt\tau\,xN\) averages to the same thing because \(x\) has mean zero.

**Q:** My interaction is a square with a positive coefficient in the Hamiltonian, which gives me \(e^{-\tau A^2/2}\), with the other sign.

**A:** Then choose \(c=\mathrm i\sqrt\tau\), so that \(c^2/2=-\tau/2\):

\[
\left(e^{-\tau A^2/2}\right)_{ij}=\int w(x)\left(e^{\mathrm i\sqrt\tau\,xA}\right)_{ij}dx .
\]

For Hermitian \(A\) each factor \(e^{\mathrm i\sqrt\tau xA}\) is unitary. The damping on the left comes from averaging over phases.

```lean
/-- For Hermitian `A` and `τ ≥ 0`, each entry of `exp(-τ A²/2)` is the convergent average of that
entry of `exp(i √τ x A)` over the auxiliary field `x`. -/
theorem hubbard_stratonovich_imaginary {A : Matrix n n ℂ} (hA : A.IsHermitian) {τ : ℝ}
    (hτ : 0 ≤ τ) (i j : n) :
    Integrable (fun x : ℝ => (fieldWeight x : ℂ) *
        NormedSpace.exp ((Complex.I * (Real.sqrt τ : ℂ) * x) • A) i j) ∧
      NormedSpace.exp ((-(τ / 2) : ℂ) • A ^ 2) i j =
        ∫ x : ℝ, (fieldWeight x : ℂ) *
          NormedSpace.exp ((Complex.I * (Real.sqrt τ : ℂ) * x) • A) i j := by
  have hs : (Real.sqrt τ : ℂ) ^ 2 = (τ : ℂ) := by exact_mod_cast Real.sq_sqrt hτ
  have hc : (Complex.I * (Real.sqrt τ : ℂ)) ^ 2 / 2 = -(τ / 2 : ℂ) := by
    rw [mul_pow, Complex.I_sq, hs]
    ring
  have h := average_of_hermitian hA (Complex.I * (Real.sqrt τ : ℂ)) i j
  rwa [hc] at h
```

**Q:** Here is my main objection. In electronic structure \(A\) would be a one-body matrix in an orbital basis, and squaring that matrix does not give a two-body interaction.

**A:** You are right, and the identity has to be read accordingly. Let \(a\) be the Hermitian matrix over orthonormal spin orbitals and \(\hat A=\sum_{pq}a_{pq}\,c_p^\dagger c_q\) the one-body operator, where \(c_p^\dagger\) creates and \(c_p\) removes an electron in spin orbital \(p\). The matrix \(A\) in the theorem must then represent \(\hat A\) on the many-electron space, which is finite-dimensional for finitely many orbitals. There \(\hat A^2\) does contain a two-body term, except when \(a\) has rank at most one and that term vanishes. The identity bears on auxiliary-field Monte Carlo in this sense: in a finite basis, it replaces the propagator of one squared one-body operator by an average over one-body propagators.

**Q:** And what does a program do with it?

**A:** It draws \(x\) from a normal distribution and forms \(e^{\mathrm i\sqrt\tau\,xa}\), or \(e^{\sqrt\tau\,xa}\) when the square has a negative coefficient in the Hamiltonian. It then multiplies the orbital coefficients of a Slater determinant by this small matrix. The result is again a single determinant, so the many-electron matrix \(A\) is never built. A Hamiltonian with several squares gets one field per square and per time step. If the terms do not commute, the propagator must first be split, which introduces a time-step error. The theorems here concern one square and one field, so neither that splitting nor a path integral over many time slices is covered.

To test an implementation, take a small Hermitian matrix, evaluate the \(x\)-integral by Gauss–Hermite quadrature, and compare with a library matrix exponential of \(\tau A^2/2\) for the real coupling, or of \(-\tau A^2/2\) for the imaginary one.

**Q:** Production codes shift the field to reduce the noise. Is that still the same identity?

**A:** For a real shift \(b\) and the real coupling \(\sqrt\tau\), yes. Expanding the square gives

\[
w(x)\,e^{bx-b^2/2}=\frac{1}{\sqrt{2\pi}}\,e^{-(x-b)^2/2}=w(x-b),
\]

and translating the integration variable by \(b\) leaves the integral unchanged. Hence

\[
\left(e^{\tau A^2/2}\right)_{ij}=\int w(x)\,e^{bx-b^2/2}\left(e^{\sqrt\tau\,(x-b)A}\right)_{ij}dx .
\]

A program still draws \(x\) from \(w\), propagates with \(x-b\), and multiplies the weight of the walker, which is a Slater determinant that carries a weight, by \(e^{bx-b^2/2}\). The shift may differ from walker to walker, provided it is fixed before \(x\) is drawn. The average is the same for every \(b\), while the statistical noise depends on it. With an imaginary coupling the shift used in practice is often complex, and the theorem below does not treat that case.

In the proof, `hw` is the displayed identity for the weight, and `integral_sub_right_eq_self` is the translation of the integral.

```lean
/-- Force-bias form: for Hermitian `A`, `τ ≥ 0` and a real shift `b`, the field in the propagator
may be replaced by `x - b` if the weight is multiplied by `exp(b x - b²/2)`. -/
theorem hubbard_stratonovich_shifted {A : Matrix n n ℂ} (hA : A.IsHermitian) {τ : ℝ}
    (hτ : 0 ≤ τ) (b : ℝ) (i j : n) :
    Integrable (fun x : ℝ => ((fieldWeight x * Real.exp (b * x - b ^ 2 / 2) : ℝ) : ℂ) *
        NormedSpace.exp (((Real.sqrt τ : ℂ) * ((x - b : ℝ) : ℂ)) • A) i j) ∧
      NormedSpace.exp ((τ / 2 : ℂ) • A ^ 2) i j =
        ∫ x : ℝ, ((fieldWeight x * Real.exp (b * x - b ^ 2 / 2) : ℝ) : ℂ) *
          NormedSpace.exp (((Real.sqrt τ : ℂ) * ((x - b : ℝ) : ℂ)) • A) i j := by
  -- the reweighting factor turns the density at `x` into the density at `x - b`
  have hw : ∀ x : ℝ, fieldWeight x * Real.exp (b * x - b ^ 2 / 2) = fieldWeight (x - b) := by
    intro x
    unfold fieldWeight
    rw [mul_assoc, ← Real.exp_add]
    congr 2
    ring
  have h := hubbard_stratonovich hA hτ i j
  simp only [hw]
  exact ⟨h.1.comp_sub_right b, h.2.trans (integral_sub_right_eq_self (fun x : ℝ =>
    (fieldWeight x : ℂ) * NormedSpace.exp (((Real.sqrt τ : ℂ) * x) • A) i j) b).symm⟩

end

end HubbardStratonovich
```

```lean
#print axioms HubbardStratonovich.hubbard_stratonovich
-- 'HubbardStratonovich.hubbard_stratonovich' depends on axioms: [propext, Classical.choice, Quot.sound]
#print axioms HubbardStratonovich.hubbard_stratonovich_imaginary
-- 'HubbardStratonovich.hubbard_stratonovich_imaginary' depends on axioms: [propext, Classical.choice, Quot.sound]
#print axioms HubbardStratonovich.hubbard_stratonovich_shifted
-- 'HubbardStratonovich.hubbard_stratonovich_shifted' depends on axioms: [propext, Classical.choice, Quot.sound]
```
